# Metric-preserving operations fix interplanar spacings; equal spacings do not imply equivalence

In powder diffraction at wavelength $\lambda$, the reflection with indices $h$ appears at the Bragg angle $\theta$ given by $\lambda = 2d\sin\theta$, where $d = d(h)$ is the interplanar spacing, so reflections with equal $d$ fall on one line. Two questions arise: whether reflections related by a symmetry of the lattice always share $d$, and whether a shared $d$ shows that two reflections are related by symmetry. The first answer is yes and the second is no.

```lean
import Mathlib

open Matrix

namespace LatticeSpacing

noncomputable section

variable {n : Type*} [Fintype n] [DecidableEq n]
```

## Cell, operations and spacing

The type `n` labels the basis vectors $\mathbf a_i$ of the cell; any finite number is allowed. The metric tensor is $G_{ij} = \mathbf a_i\cdot\mathbf a_j$, so a vector with fractional coordinates $x$ has squared length $x^TGx$. An operation acts as $x \mapsto Rx$, column $j$ of $R$ being the image of $\mathbf a_j$. Scalar products are kept when $R^TGR = G$. Here $R$ is any real matrix, while an operation that maps the lattice of integer combinations of the $\mathbf a_i$ into itself has integer entries; translations do not enter.

```lean
/-- The operation `R`, written in the lattice basis, preserves the metric tensor `G`:
`Rᵀ G R = G`. -/
def PreservesMetric (G R : Matrix n n ℝ) : Prop := Rᵀ * G * R = G
```

The reciprocal basis satisfies $\mathbf a_i^*\cdot\mathbf a_j = \delta_{ij}$, without a factor $2\pi$, and its metric is $G^* = G^{-1}$. The vector $\sum_i h_i\mathbf a_i^*$ is normal to the planes $h\cdot x = N$, with $N$ running over the integers, and has length $1/d$, where $d$ is the distance between neighbouring planes, so $1/d^2 = h^TG^*h$. In Lean this formula is the definition of the spacing and is not derived from planes. The matrix $G^*$ is `Gs`, tied to $G$ by the hypothesis `G * Gs = 1`, which also expresses invertibility. Indices are real vectors with no coprimality condition; for integer indices with a common factor above 1, such as $(3,3,3)$, some of the planes contain no lattice point.

```lean
/-- The quadratic form `1/d² = hᵀ G* h` of the reciprocal metric `G*` on indices `h`. -/
def invSpacingSq (Gs : Matrix n n ℝ) (h : n → ℝ) : ℝ := h ⬝ᵥ Gs *ᵥ h
```

The spacing is $d(h) = 1/\sqrt{h^TG^*h}$. Where the form is zero or negative Lean returns $d = 0$, so the main theorem proves positivity of the form as well.

```lean
/-- The interplanar spacing `d = 1 / √(hᵀ G* h)`. -/
def spacing (Gs : Matrix n n ℝ) (h : n → ℝ) : ℝ := 1 / Real.sqrt (invSpacingSq Gs h)
```

A cubic cell of edge $a$ has $G = a^2\mathbb 1$, with $\mathbb 1$ the unit matrix,

```lean
/-- The metric tensor `a² 1` of a cubic cell of edge `a`. -/
def cubicMetric (a : ℝ) : Matrix n n ℝ := diagonal fun _ => a ^ 2
```

and $G^* = a^{-2}\mathbb 1$.

```lean
/-- The reciprocal metric `a⁻² 1` of a cubic cell of edge `a`. -/
def cubicRecip (a : ℝ) : Matrix n n ℝ := diagonal fun _ => (a ^ 2)⁻¹
```

For a permutation $\sigma$ of the axes and signs $s_j = \pm1$ (the units `ℤˣ` of the integers), the signed permutation sends $\mathbf a_j$ to $s_j\mathbf a_{\sigma(j)}$, so $R_{ij} = s_j\,\delta_{i,\sigma(j)}$.

```lean
/-- The signed permutation matrix sending basis vector `j` to `s j` times basis vector `σ j`,
with signs `s j = ±1`. -/
def signedPerm (σ : Equiv.Perm n) (s : n → ℤˣ) : Matrix n n ℝ :=
  Matrix.of fun i j => if i = σ j then ((s j : ℤ) : ℝ) else 0
```

## Related indices share a spacing

A one-sided inverse of a square matrix is two-sided (`mul_eq_one_comm`), so $G^*G = \mathbb 1$. If $R^TGR = G$, then $(G^*R^TG)R = G^*G = \mathbb 1$, which is the first `h1`. Swapping the factors gives $R\,G^*R^TG = \mathbb 1$ (`h2`), and multiplying on the right by $G^*$ gives $RG^*R^T = G^*$. Conversely, $RG^*R^T = G^*$ gives $(GRG^*)R^T = GG^* = \mathbb 1$, hence $R^TGRG^* = \mathbb 1$, and multiplying on the right by $G$ returns $R^TGR = G$. Symmetry of $G$ is not assumed.

```lean
/-- If `G*` is the inverse of `G`, then `Rᵀ G R = G` holds exactly when `R G* Rᵀ = G*`. -/
theorem preservesMetric_iff_recip {G Gs : Matrix n n ℝ} (hG : G * Gs = 1) (R : Matrix n n ℝ) :
    PreservesMetric G R ↔ R * Gs * Rᵀ = Gs := by
  have hG' : Gs * G = 1 := mul_eq_one_comm.mp hG
  unfold PreservesMetric
  constructor
  · intro h
    -- `G* Rᵀ G` is a left inverse of `R`, hence also a right inverse
    have h1 : (Gs * Rᵀ * G) * R = 1 := by
      calc (Gs * Rᵀ * G) * R = Gs * (Rᵀ * G * R) := by simp only [Matrix.mul_assoc]
        _ = 1 := by rw [h, hG']
    have h2 : R * (Gs * Rᵀ * G) = 1 := mul_eq_one_comm.mp h1
    calc R * Gs * Rᵀ = R * Gs * Rᵀ * (G * Gs) := by rw [hG, Matrix.mul_one]
      _ = (R * (Gs * Rᵀ * G)) * Gs := by simp only [Matrix.mul_assoc]
      _ = Gs := by rw [h2, Matrix.one_mul]
  · intro h
    have h1 : (G * R * Gs) * Rᵀ = 1 := by
      calc (G * R * Gs) * Rᵀ = G * (R * Gs * Rᵀ) := by simp only [Matrix.mul_assoc]
        _ = 1 := by rw [h, hG]
    have h2 : Rᵀ * (G * R * Gs) = 1 := mul_eq_one_comm.mp h1
    calc Rᵀ * G * R = Rᵀ * G * R * (Gs * G) := by rw [hG', Matrix.mul_one]
      _ = (Rᵀ * (G * R * Gs)) * G := by simp only [Matrix.mul_assoc]
      _ = G := by rw [h2, Matrix.one_mul]
```

A phase $e^{2\pi i\,h\cdot x}$ evaluated at the moved point contains $h\cdot Rx = (R^Th)\cdot x$, so indices transform as $h \mapsto R^Th$. For any $R$ and $G^*$,
$$(R^Th)^TG^*(R^Th) = h^T(RG^*R^T)h ,$$
and the rewrites move $R$ across the dot product.

```lean
omit [DecidableEq n] in
/-- The form of `G*` at the transformed indices `Rᵀ h` is the form of `R G* Rᵀ` at `h`. -/
theorem invSpacingSq_transform (Gs R : Matrix n n ℝ) (h : n → ℝ) :
    invSpacingSq Gs (Rᵀ *ᵥ h) = invSpacingSq (R * Gs * Rᵀ) h := by
  unfold invSpacingSq
  rw [← Matrix.mulVec_mulVec, ← Matrix.mulVec_mulVec, Matrix.dotProduct_mulVec h R,
    ← Matrix.mulVec_transpose]
```

Now let $G$ be positive definite in the sense of `hpos`: $x^TGx > 0$ for every $x \ne 0$. For $h \neq 0$ put $x = G^*h$. Then $Gx = h$ (`hx`), so $x \ne 0$ (`hne`), and $h^TG^*h = h\cdot x = x^TGx > 0$ (`hq`), whence $d(h) > 0$. The last line combines the two previous theorems: the form at $R^Th$ is that of $RG^*R^T = G^*$ at $h$. The theorem states that for positive definite $G$ with inverse $G^*$, metric-preserving $R$ and $h \ne 0$, both $1/d^2$ and $d$ are positive at $h$ and $d(R^Th) = d(h)$.

```lean
/-- For a positive definite metric `G` with inverse `G*`, a metric-preserving `R` and nonzero
indices `h`, both `1/d²` and `d` are positive at `h`, and `Rᵀ h` has the same spacing as `h`. -/
theorem spacing_invariant {G Gs R : Matrix n n ℝ} (hG : G * Gs = 1)
    (hpos : ∀ x : n → ℝ, x ≠ 0 → 0 < x ⬝ᵥ G *ᵥ x) (hR : PreservesMetric G R)
    {h : n → ℝ} (hh : h ≠ 0) :
    0 < invSpacingSq Gs h ∧ 0 < spacing Gs h ∧ spacing Gs (Rᵀ *ᵥ h) = spacing Gs h := by
  -- write `h = G x` with `x = G* h`
  have hx : G *ᵥ (Gs *ᵥ h) = h := by rw [Matrix.mulVec_mulVec, hG, Matrix.one_mulVec]
  have hne : Gs *ᵥ h ≠ 0 := by
    intro h0
    rw [h0, Matrix.mulVec_zero] at hx
    exact hh hx.symm
  have hq : 0 < invSpacingSq Gs h := by
    have := hpos _ hne
    rw [hx, dotProduct_comm] at this
    exact this
  refine ⟨hq, one_div_pos.mpr (Real.sqrt_pos.mpr hq), ?_⟩
  unfold spacing
  rw [invSpacingSq_transform, (preservesMetric_iff_recip hG R).mp hR]
```

For non-interacting electrons of mass $m_e$ in an empty lattice, a plane wave with wave vector $2\pi\sum_i h_i\mathbf a_i^*$, $h$ integer, has energy $2\pi^2\hbar^2\,h^TG^*h/m_e$, so symmetry-related plane waves are degenerate, and the cubic pair below is a degeneracy in that model which lattice symmetry does not impose.

## The converse over all indices

Let $A$ and $B$ be symmetric with $m^TAm = m^TBm$ for every integer vector $m$, and let $e_i$ be the unit coordinate vectors, so that $e_i^TMe_j = M_{ij}$ for any matrix $M$ (`e`). Taking $m = e_i + e_j$ gives `key`:
$$A_{ii} + A_{ji} + A_{ij} + A_{jj} = B_{ii} + B_{ji} + B_{ij} + B_{jj}.$$
With $j = i$ it reads $4A_{ii} = 4B_{ii}$. The diagonal terms then cancel, and symmetry leaves $2A_{ij} = 2B_{ij}$.

```lean
/-- Two symmetric matrices whose quadratic forms agree on all integer indices are equal. -/
theorem eq_of_invSpacingSq_eq {A B : Matrix n n ℝ} (hA : Aᵀ = A) (hB : Bᵀ = B)
    (h : ∀ m : n → ℤ, invSpacingSq A (fun k => (m k : ℝ)) = invSpacingSq B fun k => (m k : ℝ)) :
    A = B := by
  have e : ∀ (M : Matrix n n ℝ) (i j : n),
      (Pi.single i 1 : n → ℝ) ⬝ᵥ M *ᵥ (Pi.single j 1 : n → ℝ) = M i j := by
    intro M i j
    simp
  -- polarisation with the indices `eᵢ + eⱼ`
  have key : ∀ i j, A i i + A j i + (A i j + A j j) = B i i + B j i + (B i j + B j j) := by
    intro i j
    have hc : (fun k => (((Pi.single i 1 + Pi.single j 1 : n → ℤ) k : ℤ) : ℝ))
        = (Pi.single i 1 + Pi.single j 1 : n → ℝ) := by
      funext k
      simp only [Pi.add_apply, Pi.single_apply]
      split_ifs <;> norm_num
    have := h (Pi.single i 1 + Pi.single j 1)
    rw [hc] at this
    simp only [invSpacingSq, Matrix.mulVec_add, add_dotProduct, dotProduct_add, e] at this
    linarith
  ext i j
  have a : A j i = A i j := congrFun (congrFun hA i) j
  have b : B j i = B i j := congrFun (congrFun hB i) j
  linarith [key i j, key i i, key j j]
```

Symmetry of $G$ enters here, because a quadratic form sees only the symmetric part of its matrix. From $G^T = G$ follows $G^{*T} = G^{*T}GG^* = (GG^*)^TG^* = G^*$ (`hs`), and $RG^*R^T$ is then symmetric too. If $1/d^2$ agrees at $R^Tm$ and $m$ for all integer $m$, the lemma with $A = RG^*R^T$ and $B = G^*$ gives $RG^*R^T = G^*$, which is equivalent to $R^TGR = G$. The equivalence is stated for the form $m^TG^*m$ and needs no positivity.

```lean
/-- For a symmetric metric `G` with inverse `G*`, `R` preserves `G` exactly when `1/d²` agrees
at `h` and `Rᵀ h` for all integer indices `h`. -/
theorem preservesMetric_iff_all_spacings {G Gs : Matrix n n ℝ} (hG : G * Gs = 1)
    (hsym : Gᵀ = G) (R : Matrix n n ℝ) :
    PreservesMetric G R ↔ ∀ m : n → ℤ,
      invSpacingSq Gs (Rᵀ *ᵥ fun k => (m k : ℝ)) = invSpacingSq Gs fun k => (m k : ℝ) := by
  have hs : Gsᵀ = Gs := by
    calc Gsᵀ = Gsᵀ * (G * Gs) := by rw [hG, Matrix.mul_one]
      _ = (G * Gs)ᵀ * Gs := by rw [Matrix.transpose_mul, hsym, Matrix.mul_assoc]
      _ = Gs := by rw [hG, Matrix.transpose_one, Matrix.one_mul]
  rw [preservesMetric_iff_recip hG]
  constructor
  · intro h m
    rw [invSpacingSq_transform, h]
  · intro h
    refine eq_of_invSpacingSq_eq ?_ hs fun m => ?_
    · simp only [Matrix.transpose_mul, Matrix.transpose_transpose, hs, Matrix.mul_assoc]
    · rw [← invSpacingSq_transform]
      exact h m
```

## The converse for one pair fails

For a signed permutation, $(R^Th)_j = \sum_i R_{ij}h_i = s_j\,h_{\sigma(j)}$.

```lean
/-- A signed permutation acts on indices by `(Rᵀ h) j = s j * h (σ j)`. -/
theorem signedPerm_indices (σ : Equiv.Perm n) (s : n → ℤˣ) (h : n → ℝ) (j : n) :
    ((signedPerm σ s)ᵀ *ᵥ h) j = ((s j : ℤ) : ℝ) * h (σ j) := by
  simp [Matrix.mulVec, dotProduct, signedPerm, ite_mul]
```

Also $(R^TGR)_{ij} = a^2\sum_k R_{ki}R_{kj} = a^2s_is_j\,\delta_{\sigma(i),\sigma(j)} = a^2\delta_{ij}$, since $\sigma$ is injective and $s_i^2 = 1$. `Finset.sum_eq_single` keeps the term $k = \sigma(i)$, and the cases $i = j$ and $i \ne j$ follow.

```lean
/-- Every signed permutation preserves the cubic metric. -/
theorem signedPerm_preserves_cubic (a : ℝ) (σ : Equiv.Perm n) (s : n → ℤˣ) :
    PreservesMetric (cubicMetric a) (signedPerm σ s) := by
  unfold PreservesMetric cubicMetric
  ext i j
  rw [Matrix.mul_apply]
  simp only [Matrix.mul_diagonal, Matrix.transpose_apply, signedPerm, Matrix.of_apply]
  rw [Finset.sum_eq_single (σ i)]
  · by_cases hij : i = j
    · subst hij
      rcases Int.units_eq_one_or (s i) with hs | hs <;> simp [hs]
    · simp [hij]
  · intro k _ hk
    simp [hk]
  · simp
```

In three dimensions, with components numbered $0, 1, 2$ and $a > 0$, the sums $9+9+9$ and $25+1+1$ both equal $27$, so $1/d^2 = 27/a^2$ (`q1`, `q2`) and $d = a/\sqrt{27}$ (`hd`) for $(3,3,3)$ and $(5,1,1)$. Component $0$ separates them. A signed permutation turns $(3,3,3)$ into a vector with component $\pm3 \ne 5$, and $(5,1,1)$ into one with component $\pm5$ or $\pm1$, never $3$. For any integer $R$, metric-preserving or not, component $0$ of $R^T(3,3,3)$ is $3(R_{00}+R_{10}+R_{20})$, and `omega` rules out the value $5$.

```lean
/-- In a cubic cell of edge `a > 0` the indices (3,3,3) and (5,1,1) both have spacing
`a/√27`, yet no signed permutation maps either to the other, and no integer matrix `R` has
`Rᵀ (3,3,3) = (5,1,1)`. -/
theorem cubic_333_511 {a : ℝ} (ha : 0 < a) :
    (cubicMetric a : Matrix (Fin 3) (Fin 3) ℝ) * cubicRecip a = 1 ∧
    spacing (cubicRecip a) ![3, 3, 3] = a / Real.sqrt 27 ∧
    spacing (cubicRecip a) ![5, 1, 1] = a / Real.sqrt 27 ∧
    (∀ (σ : Equiv.Perm (Fin 3)) (s : Fin 3 → ℤˣ),
      (signedPerm σ s)ᵀ *ᵥ ![3, 3, 3] ≠ ![5, 1, 1] ∧
      (signedPerm σ s)ᵀ *ᵥ ![5, 1, 1] ≠ ![3, 3, 3]) ∧
    ∀ R : Matrix (Fin 3) (Fin 3) ℤ,
      (R.map fun z => (z : ℝ))ᵀ *ᵥ ![3, 3, 3] ≠ ![5, 1, 1] := by
  have h3 : ∀ i, (![3, 3, 3] : Fin 3 → ℝ) i = 3 := by
    intro i; fin_cases i <;> simp
  have h5 : ∀ i, (![5, 1, 1] : Fin 3 → ℝ) i = 5 ∨ (![5, 1, 1] : Fin 3 → ℝ) i = 1 := by
    intro i; fin_cases i <;> simp
  have ha2 : a ^ 2 ≠ 0 := by positivity
  have hd : 1 / Real.sqrt ((a ^ 2)⁻¹ * 27) = a / Real.sqrt 27 := by
    have hi : 0 ≤ (a ^ 2)⁻¹ := by positivity
    rw [Real.sqrt_mul hi, Real.sqrt_inv, Real.sqrt_sq ha.le, one_div, mul_inv, inv_inv,
      div_eq_mul_inv]
  -- 9 + 9 + 9 = 25 + 1 + 1 = 27
  have q1 : invSpacingSq (cubicRecip a) ![3, 3, 3] = (a ^ 2)⁻¹ * 27 := by
    simp only [invSpacingSq, cubicRecip, dotProduct, Matrix.mulVec_diagonal]
    simp [Fin.sum_univ_succ]
    ring
  have q2 : invSpacingSq (cubicRecip a) ![5, 1, 1] = (a ^ 2)⁻¹ * 27 := by
    simp only [invSpacingSq, cubicRecip, dotProduct, Matrix.mulVec_diagonal]
    simp [Fin.sum_univ_succ]
    ring
  refine ⟨?_, by rw [spacing, q1, hd], by rw [spacing, q2, hd], fun σ s => ⟨?_, ?_⟩, ?_⟩
  · simp only [cubicMetric, cubicRecip, Matrix.diagonal_mul_diagonal, mul_inv_cancel₀ ha2,
      Matrix.diagonal_one]
  · intro h
    have h0 : ((signedPerm σ s)ᵀ *ᵥ ![3, 3, 3]) 0 = 5 := congrFun h 0
    rw [signedPerm_indices, h3] at h0
    rcases Int.units_eq_one_or (s 0) with hs | hs <;> rw [hs] at h0 <;> norm_num at h0
  · intro h
    have h0 : ((signedPerm σ s)ᵀ *ᵥ ![5, 1, 1]) 0 = 3 := congrFun h 0
    rw [signedPerm_indices] at h0
    rcases h5 (σ 0) with h1 | h1 <;> rw [h1] at h0 <;>
      rcases Int.units_eq_one_or (s 0) with hs | hs <;> rw [hs] at h0 <;> norm_num at h0
  · intro R h
    -- every component of the image is a multiple of 3, and 5 is not
    have h0 : ∑ i, (R i 0 : ℝ) * (![3, 3, 3] : Fin 3 → ℝ) i = 5 := congrFun h 0
    simp only [h3, Fin.sum_univ_three] at h0
    have h1 : R 0 0 * 3 + R 1 0 * 3 + R 2 0 * 3 = 5 := by exact_mod_cast h0
    omega
```

No theorem identifies the signed permutations with the full cubic point group; the integer statement excludes $(3,3,3) \mapsto (5,1,1)$ without that identification, and the opposite direction is stated for signed permutations only. The restriction on the entries matters, since in three dimensions two vectors of equal length are always related by some real rotation.

## A non-orthogonal cell

The hexagonal cell with $|\mathbf a_0| = |\mathbf a_1| = 1$ at $120^\circ$ and third edge $|c|$, $c \ne 0$, has $G_{00} = G_{11} = 1$, $G_{01} = G_{10} = -\tfrac12$, $G_{22} = c^2$, and inverse entries $\tfrac43, \tfrac43, \tfrac23, \tfrac23, c^{-2}$ in the same places. Completing the square,
$$x^TGx = \left(x_0 - \tfrac12x_1\right)^2 + \tfrac34x_1^2 + (c\,x_2)^2 .$$
If this is not positive, each square vanishes (`z0`, `z1`, `z2`) and $x = 0$. The sixfold rotation $\mathbf a_0 \mapsto \mathbf a_0 + \mathbf a_1$, $\mathbf a_1 \mapsto -\mathbf a_0$, $\mathbf a_2 \mapsto \mathbf a_2$ preserves $G$, checked entry by entry. The cell therefore satisfies the conditions on $G$, $G^*$ and $R$ in `spacing_invariant`, and the symmetry required by `preservesMetric_iff_all_spacings`.

```lean
/-- The hexagonal metric with edges `1, 1, |c|`, `c ≠ 0`, is symmetric, positive definite, has the stated
inverse, and is preserved by the sixfold rotation `a ↦ a + b`, `b ↦ -a`. -/
theorem hexagonal_witness {c : ℝ} (hc : c ≠ 0) :
    let G : Matrix (Fin 3) (Fin 3) ℝ := !![1, -1 / 2, 0; -1 / 2, 1, 0; 0, 0, c ^ 2]
    Gᵀ = G ∧ G * !![4 / 3, 2 / 3, 0; 2 / 3, 4 / 3, 0; 0, 0, (c ^ 2)⁻¹] = 1 ∧
    (∀ x : Fin 3 → ℝ, x ≠ 0 → 0 < x ⬝ᵥ G *ᵥ x) ∧
    PreservesMetric G !![1, -1, 0; 1, 0, 0; 0, 0, 1] := by
  intro G
  refine ⟨?_, ?_, fun x hx => ?_, ?_⟩
  · ext i j
    fin_cases i <;> fin_cases j <;> simp [G]
  · ext i j
    fin_cases i <;> fin_cases j <;> simp [G, Matrix.mul_apply, Fin.sum_univ_succ, hc] <;>
      norm_num
  · have e : x ⬝ᵥ G *ᵥ x = (x 0 - x 1 / 2) ^ 2 + 3 / 4 * x 1 ^ 2 + (c * x 2) ^ 2 := by
      simp [G, dotProduct, Matrix.mulVec, Fin.sum_univ_three]
      ring
    rw [e]
    by_contra hn
    have p0 := sq_nonneg (x 0 - x 1 / 2)
    have p1 := sq_nonneg (x 1)
    have p2 := sq_nonneg (c * x 2)
    have hle := not_lt.mp hn
    have z0 : x 0 - x 1 / 2 = 0 := pow_eq_zero_iff two_ne_zero |>.mp (by linarith)
    have z1 : x 1 = 0 := pow_eq_zero_iff two_ne_zero |>.mp (by linarith)
    have z2 : c * x 2 = 0 := pow_eq_zero_iff two_ne_zero |>.mp (by linarith)
    have y0 : x 0 = 0 := by linarith
    have y2 : x 2 = 0 := (mul_eq_zero.mp z2).resolve_left hc
    apply hx
    funext i
    fin_cases i
    · exact y0
    · exact z1
    · exact y2
  · unfold PreservesMetric
    ext i j
    fin_cases i <;> fin_cases j <;> simp [G, Matrix.mul_apply, Fin.sum_univ_succ] <;> norm_num

end

end LatticeSpacing
```

This cell exposes a slip that the cubic cell with orthogonal axes hides: transforming indices by $R$ in place of $R^T$. For a signed permutation both $Rh$ and $R^Th$ keep $\sum_i h_i^2$. In the hexagonal cell, $h = (1,0,0)$ has $1/d^2 = \tfrac43$ and $R^Th = (1,-1,0)$ has $\tfrac43+\tfrac43-\tfrac43 = \tfrac43$, whereas $Rh = (1,1,0)$ has $\tfrac43+\tfrac43+\tfrac43 = 4$; these values come from direct arithmetic with the matrices above and are not among the theorems.

```lean
#print axioms LatticeSpacing.spacing_invariant
#print axioms LatticeSpacing.preservesMetric_iff_all_spacings
#print axioms LatticeSpacing.signedPerm_preserves_cubic
#print axioms LatticeSpacing.cubic_333_511
```

```
'LatticeSpacing.spacing_invariant' depends on axioms: [propext, Classical.choice, Quot.sound]
'LatticeSpacing.preservesMetric_iff_all_spacings' depends on axioms: [propext, Classical.choice, Quot.sound]
'LatticeSpacing.signedPerm_preserves_cubic' depends on axioms: [propext, Classical.choice, Quot.sound]
'LatticeSpacing.cubic_333_511' depends on axioms: [propext, Classical.choice, Quot.sound]
```
